# Squared contents of addable minus removable cells of a Young diagram sum to twice its cell number

Spin functions of several electrons can be built one electron at a time by moving from one Young diagram to the next. A program that works this way may list for each diagram the cells that can be added and those that can be removed. The two lists together can be checked against the number of cells $n$, one for each electron. Count rows $i$ and columns $j$ from zero at the top left, and let $c=j-i$ be the content of cell $(i,j)$. With $A$ the set of addable cells and $R$ the set of removable ones,

$$\sum_A c^2-\sum_R c^2=2n,\qquad \sum_A c-\sum_R c=0,\qquad \sum_A c^3-\sum_R c^3=6\sum_{\text{cells}}c .$$

## The check for spin-½ diagrams includes a third-row cell

For spin-½ electrons the diagrams of the spin functions have at most two rows, but the sums run over all addable cells. If the second row is not empty, the first cell of the third row belongs to $A$, with content $-2$, although no spin function uses it. For rows of lengths 2 and 1, the addable contents are $2,0,-2$ and the removable ones $1,-1$, so the squares give $8-2=6=2\cdot3$. Without the third-row cell the result would be 2.

Agreement is necessary for correct lists, not sufficient. A lost cell of content 0 changes none of these three sums, but it does change the number of cells in the list.

## Cancellation at the row ends, then two telescoping sums

Let $\lambda_i$ be the length of row $i$, and $\ell$ the number of non-empty rows, so that $\lambda_\ell=0$. For any function $g$ of the content, write $B(g)=\sum_A g(c)-\sum_R g(c)$.

An addable cell in row $i$ has content $\lambda_i-i$, and a removable one has content $\lambda_i-i-1$. If $\lambda_{i+1}=\lambda_i$, row $i+1$ has no addable cell and row $i$ no removable cell. The two missing terms would have equal content, since $\lambda_{i+1}-(i+1)=\lambda_i-i-1$. Including both changes nothing, so

$$B(g)=\sum_{i=0}^{\ell}g(\lambda_i-i)-\sum_{i=0}^{\ell-1}g(\lambda_i-i-1).$$

Now set $d(x)=g(x)-g(x-1)$. The second difference $g(x+1)-2g(x)+g(x-1)$ equals $d(x+1)-d(x)$, so its sum over the cells of row $i$ is $d(\lambda_i-i)-d(-i)$. Over the rows, the left edge gives

$$\sum_{i=0}^{\ell-1}d(-i)=g(0)-g(-\ell).$$

The $i=\ell$ term of $B(g)$ is $g(-\ell)$. The sum of second differences over all cells is therefore $B(g)-g(-\ell)-[g(0)-g(-\ell)]$, that is,

$$B(g)=g(0)+\sum_{\text{cells}}\bigl[g(c+1)-2g(c)+g(c-1)\bigr].$$

For $g=c^2,\ c,\ c^3$ the second differences are $2,\ 0,\ 6c$ and $g(0)=0$, which gives the three identities. For $g=1$ the formula says that there is one more addable cell than removable cells.

## Lean file for the boundary identities

```lean
import Mathlib

open Finset

namespace YoungBranchingContents

/-- The content of a cell: column index minus row index. -/
def content (c : ℕ × ℕ) : ℤ := (c.2 : ℤ) - (c.1 : ℤ)

/-- The addable cells, listed by rows: the first free place of a row that is the top row
or is shorter than the row above it. -/
def addable (μ : YoungDiagram) : Finset (ℕ × ℕ) :=
  ((range (μ.colLen 0 + 1)).filter
    (fun i => i = 0 ∨ μ.rowLen i < μ.rowLen (i - 1))).image (fun i => (i, μ.rowLen i))

/-- The removable cells, listed by rows: the last cell of a row that is longer than the
row below it. -/
def removable (μ : YoungDiagram) : Finset (ℕ × ℕ) :=
  ((range (μ.colLen 0)).filter
    (fun i => μ.rowLen (i + 1) < μ.rowLen i)).image (fun i => (i, μ.rowLen i - 1))

/-- A row index lies below the number of rows exactly when that row is not empty. -/
theorem lt_colLen_iff (μ : YoungDiagram) (i : ℕ) : i < μ.colLen 0 ↔ 0 < μ.rowLen i := by
  rw [← YoungDiagram.mem_iff_lt_colLen, YoungDiagram.mem_iff_lt_rowLen]

/-- A cell is addable exactly when it lies outside the diagram and adding it gives a
Young diagram again. -/
theorem mem_addable (μ : YoungDiagram) (i j : ℕ) : (i, j) ∈ addable μ ↔
    (i, j) ∉ μ ∧ IsLowerSet ((insert (i, j) μ.cells : Finset (ℕ × ℕ)) : Set (ℕ × ℕ)) := by
  have key : ∀ p q, (p, q) ∈ ((insert (i, j) μ.cells : Finset (ℕ × ℕ)) : Set (ℕ × ℕ)) ↔
      (p = i ∧ q = j) ∨ q < μ.rowLen p := by
    intro p q
    rw [Finset.mem_coe, Finset.mem_insert, Prod.mk.injEq, YoungDiagram.mem_cells,
      YoungDiagram.mem_iff_lt_rowLen]
  simp only [addable, mem_image, mem_filter, mem_range, Prod.mk.injEq]
  rw [YoungDiagram.mem_iff_lt_rowLen]
  constructor
  · rintro ⟨k, ⟨_, hc⟩, hki, hkj⟩
    rw [hki] at hc hkj
    refine ⟨by omega, ?_⟩
    rintro ⟨p, q⟩ ⟨p', q'⟩ hle h
    obtain ⟨h1, h2⟩ := Prod.mk_le_mk.1 hle
    refine (key p' q').2 ?_
    rcases (key p q).1 h with ⟨hp, hq⟩ | h
    · by_cases hp' : p' = i
      · subst hp'
        omega
      · have := μ.rowLen_anti _ _ (show p' ≤ i - 1 by omega)
        omega
    · have := μ.rowLen_anti _ _ h1
      omega
  · rintro ⟨hn, hl⟩
    have hc := (key i j).2 (Or.inl ⟨rfl, rfl⟩)
    -- all cells to the left and the cell above, where they exist, must already be present
    have h1 : j = μ.rowLen i := by
      have := (key i (μ.rowLen i)).1 (hl (Prod.mk_le_mk.2 ⟨le_rfl, by omega⟩) hc)
      omega
    have h2 : i = 0 ∨ μ.rowLen i < μ.rowLen (i - 1) := by
      have := (key (i - 1) j).1 (hl (Prod.mk_le_mk.2 ⟨Nat.sub_le _ _, le_rfl⟩) hc)
      omega
    have h3 := lt_colLen_iff μ (i - 1)
    exact ⟨i, ⟨by omega, h2⟩, rfl, h1.symm⟩

/-- A cell is removable exactly when it lies in the diagram and deleting it leaves a
Young diagram. -/
theorem mem_removable (μ : YoungDiagram) (i j : ℕ) : (i, j) ∈ removable μ ↔
    (i, j) ∈ μ ∧ IsLowerSet ((μ.cells.erase (i, j) : Finset (ℕ × ℕ)) : Set (ℕ × ℕ)) := by
  have key : ∀ p q, (p, q) ∈ ((μ.cells.erase (i, j) : Finset (ℕ × ℕ)) : Set (ℕ × ℕ)) ↔
      ¬(p = i ∧ q = j) ∧ q < μ.rowLen p := by
    intro p q
    rw [Finset.mem_coe, Finset.mem_erase, YoungDiagram.mem_cells,
      YoungDiagram.mem_iff_lt_rowLen, Ne, Prod.mk.injEq]
  simp only [removable, mem_image, mem_filter, mem_range, Prod.mk.injEq]
  rw [YoungDiagram.mem_iff_lt_rowLen]
  constructor
  · rintro ⟨k, ⟨_, hc⟩, hki, hkj⟩
    rw [hki] at hc hkj
    refine ⟨by omega, ?_⟩
    rintro ⟨p, q⟩ ⟨p', q'⟩ hle h
    obtain ⟨h1, h2⟩ := Prod.mk_le_mk.1 hle
    obtain ⟨h3, h4⟩ := (key p q).1 h
    have h5 := μ.rowLen_anti _ _ h1
    refine (key p' q').2 ⟨?_, by omega⟩
    rintro ⟨hp, hq⟩
    by_cases hpi : p = i
    · subst hpi
      omega
    · have := μ.rowLen_anti _ _ (show i + 1 ≤ p by omega)
      omega
  · rintro ⟨hm, hl⟩
    -- no cell to the right and no cell below may be present
    have h1 : ¬ j + 1 < μ.rowLen i := fun h =>
      ((key i j).1 (hl (Prod.mk_le_mk.2 ⟨le_rfl, Nat.le_succ j⟩)
        ((key i (j + 1)).2 ⟨by omega, h⟩))).1 ⟨rfl, rfl⟩
    have h2 : ¬ j < μ.rowLen (i + 1) := fun h =>
      ((key i j).1 (hl (Prod.mk_le_mk.2 ⟨Nat.le_succ i, le_rfl⟩)
        ((key (i + 1) j).2 ⟨by omega, h⟩))).1 ⟨rfl, rfl⟩
    have h3 := lt_colLen_iff μ i
    exact ⟨i, ⟨by omega, by omega⟩, rfl, by omega⟩

/-- For any function g of the content, the sum over addable cells minus the sum over removable cells
is unchanged if the first sum runs over the first free places of all non-empty rows and of the first
empty row, and the second over the last cells of all non-empty rows, whether or not a cell can be
added or removed there. -/
theorem boundary_sum {R : Type*} [CommRing R] (μ : YoungDiagram) (g : ℤ → R) :
    ∑ c ∈ addable μ, g (content c) - ∑ c ∈ removable μ, g (content c) =
      ∑ i ∈ range (μ.colLen 0 + 1), g ((μ.rowLen i : ℤ) - (i : ℤ)) -
        ∑ i ∈ range (μ.colLen 0), g ((μ.rowLen i : ℤ) - (i : ℤ) - 1) := by
  have hA : ∑ c ∈ addable μ, g (content c) =
      ∑ i ∈ range (μ.colLen 0), (if μ.rowLen (i + 1) < μ.rowLen i then
        g ((μ.rowLen (i + 1) : ℤ) - ((i + 1 : ℕ) : ℤ)) else 0) +
        g ((μ.rowLen 0 : ℤ) - ((0 : ℕ) : ℤ)) := by
    unfold addable
    rw [Finset.sum_image]
    · rw [Finset.sum_filter, Finset.sum_range_succ']
      simp [content]
    · intro a _ b _ h
      have := congrArg Prod.fst h
      exact this
  have hR : ∑ c ∈ removable μ, g (content c) =
      ∑ i ∈ range (μ.colLen 0), (if μ.rowLen (i + 1) < μ.rowLen i then
        g (((μ.rowLen i - 1 : ℕ) : ℤ) - (i : ℤ)) else 0) := by
    unfold removable
    rw [Finset.sum_image]
    · rw [Finset.sum_filter]
      simp only [content]
    · intro a _ b _ h
      have := congrArg Prod.fst h
      exact this
  -- rows of equal length contribute two terms of the same content, which cancel
  have hT : ∀ i, (if μ.rowLen (i + 1) < μ.rowLen i then
        g ((μ.rowLen (i + 1) : ℤ) - ((i + 1 : ℕ) : ℤ)) else 0) -
      (if μ.rowLen (i + 1) < μ.rowLen i then
        g (((μ.rowLen i - 1 : ℕ) : ℤ) - (i : ℤ)) else 0) =
      g ((μ.rowLen (i + 1) : ℤ) - ((i + 1 : ℕ) : ℤ)) -
        g ((μ.rowLen i : ℤ) - (i : ℤ) - 1) := by
    intro i
    split_ifs with h
    · rw [show ((μ.rowLen i - 1 : ℕ) : ℤ) - (i : ℤ) = (μ.rowLen i : ℤ) - (i : ℤ) - 1 by omega]
    · have h1 := μ.rowLen_anti _ _ (Nat.le_succ i)
      rw [show (μ.rowLen (i + 1) : ℤ) - ((i + 1 : ℕ) : ℤ) =
        (μ.rowLen i : ℤ) - (i : ℤ) - 1 by simp only [Nat.succ_eq_add_one] at h1; omega]
      ring
  have hS := Finset.sum_congr rfl (fun i (_ : i ∈ range (μ.colLen 0)) => hT i)
  simp only [Finset.sum_sub_distrib] at hS
  rw [hA, hR, Finset.sum_range_succ']
  linear_combination hS

/-- Along a row the second difference of a function telescopes to its two ends. -/
theorem row_sum {R : Type*} [CommRing R] (g : ℤ → R) (x : ℤ) (r : ℕ) :
    ∑ j ∈ range r, (g ((j : ℤ) - x + 1) - 2 * g ((j : ℤ) - x) + g ((j : ℤ) - x - 1)) =
      (g ((r : ℤ) - x) - g ((r : ℤ) - x - 1)) - (g (-x) - g (-x - 1)) := by
  induction r with
  | zero =>
    simp only [Finset.sum_range_zero, Nat.cast_zero, zero_sub]
    ring
  | succ r ih =>
    rw [Finset.sum_range_succ, ih,
      show ((r + 1 : ℕ) : ℤ) - x = (r : ℤ) - x + 1 by push_cast; ring,
      show (r : ℤ) - x + 1 - 1 = (r : ℤ) - x by ring]
    ring

/-- For any function g of the content, the sum over addable cells minus the sum over
removable cells is g(0) plus the sum over all cells of the second difference of g. -/
theorem branching_identity {R : Type*} [CommRing R] (μ : YoungDiagram) (g : ℤ → R) :
    ∑ c ∈ addable μ, g (content c) - ∑ c ∈ removable μ, g (content c) =
      g 0 + ∑ c ∈ μ.cells,
        (g (content c + 1) - 2 * g (content c) + g (content c - 1)) := by
  have hrow : ∑ c ∈ μ.cells, (g (content c + 1) - 2 * g (content c) + g (content c - 1)) =
      ∑ i ∈ range (μ.colLen 0), ((g ((μ.rowLen i : ℤ) - (i : ℤ)) -
        g ((μ.rowLen i : ℤ) - (i : ℤ) - 1)) - (g (-(i : ℤ)) - g (-(i : ℤ) - 1))) := by
    rw [Finset.sum_finset_product μ.cells (range (μ.colLen 0)) (fun i => range (μ.rowLen i))]
    · exact Finset.sum_congr rfl (fun i _ => row_sum g i (μ.rowLen i))
    · rintro ⟨i, j⟩
      have := lt_colLen_iff μ i
      simp only [YoungDiagram.mem_cells, YoungDiagram.mem_iff_lt_rowLen, mem_range]
      omega
  -- the left edge of the diagram telescopes over the rows
  have htel : ∀ n : ℕ, ∑ i ∈ range n, (g (-(i : ℤ)) - g (-(i : ℤ) - 1)) =
      g 0 - g (-(n : ℤ)) := by
    intro n
    induction n with
    | zero => simp
    | succ n ih =>
      rw [Finset.sum_range_succ, ih,
        show -((n + 1 : ℕ) : ℤ) = -(n : ℤ) - 1 by push_cast; ring]
      ring
  have hlast := lt_colLen_iff μ (μ.colLen 0)
  rw [boundary_sum, hrow, Finset.sum_sub_distrib, htel, Finset.sum_sub_distrib,
    Finset.sum_range_succ,
    show (μ.rowLen (μ.colLen 0) : ℤ) - (μ.colLen 0 : ℤ) = -(μ.colLen 0 : ℤ) by omega]
  ring

/-- The sum of squared contents of the addable cells minus that of the removable cells is
twice the number of cells of the diagram. -/
theorem sum_sq_content (μ : YoungDiagram) :
    ∑ c ∈ addable μ, content c ^ 2 - ∑ c ∈ removable μ, content c ^ 2 = 2 * (μ.card : ℤ) := by
  have h := branching_identity μ (fun x : ℤ => x ^ 2)
  have h2 : ∑ c ∈ μ.cells, ((content c + 1) ^ 2 - 2 * content c ^ 2 + (content c - 1) ^ 2) =
      2 * (μ.card : ℤ) := by
    calc _ = ∑ c ∈ μ.cells, (2 : ℤ) := Finset.sum_congr rfl fun c _ => by ring
      _ = 2 * (μ.card : ℤ) := by rw [Finset.sum_const, nsmul_eq_mul, mul_comm]
  linear_combination h + h2

/-- The addable cells and the removable cells have the same sum of contents. -/
theorem sum_content (μ : YoungDiagram) :
    ∑ c ∈ addable μ, content c = ∑ c ∈ removable μ, content c := by
  have h := branching_identity μ (fun x : ℤ => x)
  have h2 : ∑ c ∈ μ.cells, ((content c + 1) - 2 * content c + (content c - 1)) = 0 :=
    Finset.sum_eq_zero fun c _ => by ring
  linear_combination h + h2

/-- The sum of cubed contents of the addable cells minus that of the removable cells is
six times the sum of the contents of all cells. -/
theorem sum_cube_content (μ : YoungDiagram) :
    ∑ c ∈ addable μ, content c ^ 3 - ∑ c ∈ removable μ, content c ^ 3 =
      6 * ∑ c ∈ μ.cells, content c := by
  have h := branching_identity μ (fun x : ℤ => x ^ 3)
  have h2 : ∑ c ∈ μ.cells, ((content c + 1) ^ 3 - 2 * content c ^ 3 + (content c - 1) ^ 3) =
      6 * ∑ c ∈ μ.cells, content c := by
    rw [Finset.mul_sum]
    exact Finset.sum_congr rfl fun c _ => by ring
  linear_combination h + h2

end YoungBranchingContents
```

```lean
#print axioms YoungBranchingContents.mem_removable
-- 'YoungBranchingContents.mem_removable' depends on axioms: [propext, Classical.choice, Quot.sound]
#print axioms YoungBranchingContents.sum_sq_content
-- 'YoungBranchingContents.sum_sq_content' depends on axioms: [propext, Classical.choice, Quot.sound]
#print axioms YoungBranchingContents.sum_content
-- 'YoungBranchingContents.sum_content' depends on axioms: [propext, Classical.choice, Quot.sound]
#print axioms YoungBranchingContents.sum_cube_content
-- 'YoungBranchingContents.sum_cube_content' depends on axioms: [propext, Classical.choice, Quot.sound]
```

## From row lists to diagrams

The theorems hold for every finite diagram `μ`, including the empty one. `μ.rowLen i` is $\lambda_i$, `μ.colLen 0` is $\ell$ and `μ.card` is $n$. In the file `c` denotes a cell, and `content c` is the integer written $c$ above. The function `g` may take values in any commutative ring.

`addable` and `removable` are defined by row ends, much as a program would list them. `mem_addable` and `mem_removable` show that these are exactly the cells whose addition or deletion leaves a Young diagram, expressed by `IsLowerSet`: with each cell, all cells above and to the left are present. Their proofs turn membership into inequalities between row lengths, which `omega` settles.

`boundary_sum` carries out the cancellation, with `split_ifs` separating unequal from equal neighbouring rows. `row_sum` telescopes one row by induction. `branching_identity` splits the cells into rows, telescopes the left edge in `htel` and combines the parts. `sum_sq_content`, `sum_content` and `sum_cube_content` insert the three powers.

The theorems concern diagrams only. That a diagram labels the permutation symmetry of a spin function, and that adding a cell corresponds to coupling one more electron, is representation theory taken from elsewhere.
